# At fixed total charge, non-interacting fragments with quadratic energies and positive hardnesses have a unique energy minimum, where their chemical potentials are equal

## Does equalising the potentials give the minimum?

In a simulation with fluctuating charges, I get the charges at each geometry by solving linear equations that set all chemical potentials equal at a fixed total charge. I then treat the solution as the charge distribution of lowest energy. I would like to see this step justified in its simplest setting, where the fragments exchange charge but do not otherwise interact.

Fragment k has chemical potential m_k and hardness h_k > 0, and it takes up q_k at an energy m_k q_k + h_k q_k²/2. If the q_k sum to zero, the minimiser should be unique, and it should bring every m_k + h_k q_k to the softness-weighted mean

c = (∑ m_k/h_k) / (∑ 1/h_k),

with energy −½ ∑ (m_k − c)²/h_k. Can this be made rigorous and checked by machine in Lean 4 with Mathlib?

## Answer

Yes, and the argument works for any prescribed total charge Q, with Q = 0 as your case. It is a completion of the square.

### Completing the square around equal potentials

The energy to be minimised, under the constraint ∑ q_k = Q, is

E(q) = ∑ (m_k q_k + h_k q_k²/2).

After fragment k has taken up q_k, its chemical potential is the derivative of its energy with respect to q_k, which is m_k + h_k q_k; m_k is the value at q_k = 0. Suppose that all potentials after the exchange take one value μ, so that m_k + h_k q_k = μ. Then q_k = (μ − m_k)/h_k. Write S = ∑ 1/h_k for the total softness. Summing over k gives Q = μS − ∑ m_k/h_k, so μ must be

c(Q) = (Q + ∑ m_k/h_k) / S,

and the charges must be

t_k = (c(Q) − m_k)/h_k.

These charges do sum to Q, and they satisfy m_k + h_k t_k = c(Q). There is therefore exactly one equalised distribution.

To see that it is the minimum, take any q with total Q and set d_k = q_k − t_k. The energy difference for fragment k is

m_k d_k + h_k (q_k² − t_k²)/2 = (m_k + h_k t_k) d_k + h_k d_k²/2 = c(Q) d_k + h_k d_k²/2.

Since ∑ d_k = Q − Q = 0, the linear terms cancel in the sum:

E(q) = E(t) + ∑ h_k (q_k − t_k)²/2.

The last sum is positive unless q = t, so the minimiser is unique.

For its energy, insert m_k = c(Q) − h_k t_k:

m_k t_k + h_k t_k²/2 = c(Q) t_k − h_k t_k²/2 = c(Q) t_k − (m_k − c(Q))²/(2h_k).

Summing over k gives

E(t) = c(Q) Q − ½ ∑ (m_k − c(Q))²/h_k,

which is your formula when Q = 0.

Two consequences follow. First, let t(Q) be the relaxed charges at total Q. For each fragment, the energy difference between t(Q) and t(0) is (t_k(Q) − t_k(0)) (c(Q) + c(0))/2. Summing, with c(Q) = c(0) + Q/S, gives

E(t(Q)) = E(t(0)) + c(0) Q + Q²/(2S).

The relaxed composite thus responds like one fragment of potential c(0) and hardness 1/S.

Second, for two fragments labelled 0 and 1 with Q = 0, we have t_1 = −t_0. Equal potentials then mean m_0 + h_0 t_0 = m_1 − h_1 t_0, hence

t_0 = (m_1 − m_0)/(h_0 + h_1),

E(t) = (m_0 − m_1) t_0 + (h_0 + h_1) t_0²/2 = −(m_1 − m_0)²/(2(h_0 + h_1)).

### What the Lean statements say about the fragments

The fragments are the elements of a finite type `ι`, and `[Nonempty ι]` says that there is at least one. Potentials, hardnesses and charges are functions `ι → ℝ`. The definitions `energy`, `softness`, `commonPotential` and `transfer` are E, S, c(Q) and t_k.

With m_k read as a chemical potential, q_k counts electrons gained, so a positive value means a more negative fragment. The hardness is the full second derivative of the fragment energy, with the factor ½ kept in the energy.

The hypothesis `hh : ∀ k, 0 < h k` says that each fragment's energy is strictly convex in its electron number: each further bit of charge costs more than the last. This is assumed, not derived from electronic structure.

The theorem `electronegativity_equalisation` has four parts: the charges `transfer m h Q` have total `Q`, they equalise the potentials, they have the stated energy, and every other distribution with total `Q` has strictly higher energy. The last part contains both minimality and uniqueness. Despite its name, the theorem concerns this quadratic model and says nothing about the exact density functional of interacting electrons.

`eq_transfer_of_equalised` is the converse that justifies the linear solve in this model without coupling between fragments: any charges with the right total and equal potentials are the minimiser. `neutral_exchange` is your formula for Q = 0, with the explicit c: the energy is never below the stated value, and it equals that value exactly when all potentials equal c. `composite_energy` and `two_fragments` state the two consequences.

The charges are unrestricted real numbers, so neither integer electron numbers nor bounds on a fragment's charge are imposed. The potentials and hardnesses are fixed inputs, and no Coulomb term couples different fragments.

```lean
import Mathlib

open Finset

namespace HardnessEqualisation

noncomputable section

variable {ι : Type*} [Fintype ι]

/-- Energy of fragments with chemical potentials `m` and hardnesses `h` after they take up
the charges `q`, to second order. -/
def energy (m h q : ι → ℝ) : ℝ := ∑ k, (m k * q k + h k * q k ^ 2 / 2)

/-- Total softness: the sum of the inverse hardnesses of the fragments. -/
def softness (h : ι → ℝ) : ℝ := ∑ k, 1 / h k

/-- The softness-weighted mean of the fragment potentials, shifted by the total charge `Q`
divided by the total softness. -/
def commonPotential (m h : ι → ℝ) (Q : ℝ) : ℝ := (Q + ∑ k, m k / h k) / softness h

/-- Charge taken up by fragment `k`: its potential difference to the common potential,
divided by its hardness. -/
def transfer (m h : ι → ℝ) (Q : ℝ) (k : ι) : ℝ := (commonPotential m h Q - m k) / h k

/-- The total softness of at least one fragment with positive hardness is positive. -/
theorem softness_pos [Nonempty ι] {h : ι → ℝ} (hh : ∀ k, 0 < h k) : 0 < softness h :=
  Finset.sum_pos (fun k _ => one_div_pos.mpr (hh k)) Finset.univ_nonempty

/-- The charges `transfer m h Q` add up to the prescribed total `Q`. -/
theorem sum_transfer [Nonempty ι] (m : ι → ℝ) {h : ι → ℝ} (hh : ∀ k, 0 < h k) (Q : ℝ) :
    ∑ k, transfer m h Q k = Q := by
  have hS := (softness_pos hh).ne'
  have h1 : ∑ k, transfer m h Q k
      = commonPotential m h Q * softness h - ∑ k, m k / h k := by
    unfold softness
    rw [Finset.mul_sum, ← Finset.sum_sub_distrib]
    apply Finset.sum_congr rfl
    intro k _
    unfold transfer
    ring
  have h2 : commonPotential m h Q * softness h = Q + ∑ k, m k / h k := by
    unfold commonPotential
    field_simp
  linarith

/-- After the transfer every fragment has the same chemical potential. -/
theorem potential_equalised (m : ι → ℝ) {h : ι → ℝ} (hh : ∀ k, 0 < h k) (Q : ℝ) (k : ι) :
    m k + h k * transfer m h Q k = commonPotential m h Q := by
  have hk := (hh k).ne'
  have e : h k * ((commonPotential m h Q - m k) / h k) = commonPotential m h Q - m k := by
    field_simp
  unfold transfer
  linarith

/-- For any charges with total `Q`, the energy is that of the equalising transfer plus half the sum
of the squared deviations weighted with the hardnesses. -/
theorem energy_eq_add_deviation [Nonempty ι] (m : ι → ℝ) {h : ι → ℝ} (hh : ∀ k, 0 < h k)
    {Q : ℝ} {q : ι → ℝ} (hq : ∑ k, q k = Q) :
    energy m h q = energy m h (transfer m h Q)
      + ∑ k, h k * (q k - transfer m h Q k) ^ 2 / 2 := by
  -- the linear term is the common potential times the deviation, which sums to zero
  have key : ∑ k, ((m k * q k + h k * q k ^ 2 / 2)
      - (m k * transfer m h Q k + h k * transfer m h Q k ^ 2 / 2)
      - h k * (q k - transfer m h Q k) ^ 2 / 2
      - commonPotential m h Q * (q k - transfer m h Q k)) = 0 := by
    apply Finset.sum_eq_zero
    intro k _
    linear_combination (q k - transfer m h Q k) * potential_equalised m hh Q k
  simp only [Finset.sum_sub_distrib, ← Finset.mul_sum] at key
  rw [hq, sum_transfer m hh Q] at key
  unfold energy
  linarith

/-- The energy of the equalising transfer, in terms of the common potential. -/
theorem energy_transfer [Nonempty ι] (m : ι → ℝ) {h : ι → ℝ} (hh : ∀ k, 0 < h k) (Q : ℝ) :
    energy m h (transfer m h Q) = commonPotential m h Q * Q
      - 1 / 2 * ∑ k, (m k - commonPotential m h Q) ^ 2 / h k := by
  have key : ∑ k, ((m k * transfer m h Q k + h k * transfer m h Q k ^ 2 / 2)
      - (commonPotential m h Q * transfer m h Q k
        - 1 / 2 * ((m k - commonPotential m h Q) ^ 2 / h k))) = 0 := by
    apply Finset.sum_eq_zero
    intro k _
    have he := potential_equalised m hh Q k
    have e2 : (m k - commonPotential m h Q) ^ 2 / h k = h k * transfer m h Q k ^ 2 := by
      rw [div_eq_iff (hh k).ne']
      linear_combination (m k - commonPotential m h Q - h k * transfer m h Q k) * he
    rw [e2]
    linear_combination transfer m h Q k * he
  simp only [Finset.sum_sub_distrib, ← Finset.mul_sum] at key
  rw [sum_transfer m hh Q] at key
  unfold energy
  linarith

/-- Electronegativity equalisation: the charges `transfer m h Q` have total `Q`, equalise all
fragment potentials, have the stated energy, and have strictly lower energy than any other charges
with total `Q`. -/
theorem electronegativity_equalisation [Nonempty ι] (m : ι → ℝ) {h : ι → ℝ}
    (hh : ∀ k, 0 < h k) (Q : ℝ) :
    ∑ k, transfer m h Q k = Q ∧
    (∀ k, m k + h k * transfer m h Q k = commonPotential m h Q) ∧
    energy m h (transfer m h Q) = commonPotential m h Q * Q
      - 1 / 2 * ∑ k, (m k - commonPotential m h Q) ^ 2 / h k ∧
    ∀ q : ι → ℝ, ∑ k, q k = Q → q ≠ transfer m h Q →
      energy m h (transfer m h Q) < energy m h q := by
  refine ⟨sum_transfer m hh Q, potential_equalised m hh Q, energy_transfer m hh Q, ?_⟩
  intro q hq hne
  obtain ⟨k, hk⟩ := Function.ne_iff.mp hne
  -- one deviating fragment already costs energy
  have hpos : 0 < ∑ k, h k * (q k - transfer m h Q k) ^ 2 / 2 := by
    apply Finset.sum_pos'
    · intro j _
      have := hh j
      positivity
    · refine ⟨k, Finset.mem_univ k, ?_⟩
      have h1 := hh k
      have h2 : q k - transfer m h Q k ≠ 0 := sub_ne_zero.mpr hk
      positivity
  rw [energy_eq_add_deviation m hh hq]
  linarith

/-- Conversely, charges with total `Q` that bring all fragments to one potential `μ` are the
charges `transfer m h Q`, and `μ` is the common potential. -/
theorem eq_transfer_of_equalised [Nonempty ι] {m h : ι → ℝ} (hh : ∀ k, 0 < h k)
    {Q μ : ℝ} {q : ι → ℝ} (hq : ∑ k, q k = Q) (hμ : ∀ k, m k + h k * q k = μ) :
    μ = commonPotential m h Q ∧ q = transfer m h Q := by
  have e : ∀ k, q k - transfer m h Q k = (μ - commonPotential m h Q) * (1 / h k) := by
    intro k
    rw [mul_one_div, eq_div_iff (hh k).ne']
    linear_combination hμ k - potential_equalised m hh Q k
  have s : ∑ k, (q k - transfer m h Q k)
      = ∑ k, (μ - commonPotential m h Q) * (1 / h k) := Finset.sum_congr rfl fun k _ => e k
  rw [Finset.sum_sub_distrib, ← Finset.mul_sum, hq, sum_transfer m hh Q, sub_self] at s
  have hz : μ - commonPotential m h Q = 0 :=
    (mul_eq_zero.mp s.symm).resolve_right (softness_pos hh).ne'
  refine ⟨by linarith, funext fun k => ?_⟩
  have hk := e k
  rw [hz, zero_mul] at hk
  linarith

/-- Charge exchange with zero total: the energy is bounded below by the stated value, which is
reached exactly when all fragment potentials equal the softness-weighted mean `c`. -/
theorem neutral_exchange [Nonempty ι] {m h : ι → ℝ} (hh : ∀ k, 0 < h k) {c : ℝ}
    (hc : c = (∑ k, m k / h k) / ∑ k, 1 / h k) {q : ι → ℝ} (hq : ∑ k, q k = 0) :
    -(1 / 2) * ∑ k, (m k - c) ^ 2 / h k ≤ energy m h q ∧
    (energy m h q = -(1 / 2) * ∑ k, (m k - c) ^ 2 / h k ↔ ∀ k, m k + h k * q k = c) := by
  have hc' : commonPotential m h 0 = c := by
    rw [hc]
    unfold commonPotential softness
    rw [zero_add]
  have hv : energy m h (transfer m h 0) = -(1 / 2) * ∑ k, (m k - c) ^ 2 / h k := by
    rw [energy_transfer m hh 0, hc']
    ring
  by_cases hqt : q = transfer m h 0
  · rw [hqt]
    exact ⟨hv.ge, fun _ k => (potential_equalised m hh 0 k).trans hc', fun _ => hv⟩
  · have hlt := (electronegativity_equalisation m hh 0).2.2.2 q hq hqt
    refine ⟨by linarith, fun e => ?_, fun e => ?_⟩
    · exfalso
      linarith
    · exact absurd (eq_transfer_of_equalised hh hq e).2 hqt

/-- The relaxed energy at total charge `Q` is its value at total charge zero plus the energy of a
single fragment with charge `Q`, whose potential is `commonPotential m h 0` and whose hardness is
the inverse of the total softness. -/
theorem composite_energy [Nonempty ι] (m : ι → ℝ) {h : ι → ℝ} (hh : ∀ k, 0 < h k) (Q : ℝ) :
    energy m h (transfer m h Q) = energy m h (transfer m h 0)
      + (commonPotential m h 0 * Q + (1 / softness h) * Q ^ 2 / 2) := by
  have key : ∑ k, ((m k * transfer m h Q k + h k * transfer m h Q k ^ 2 / 2)
      - (m k * transfer m h 0 k + h k * transfer m h 0 k ^ 2 / 2)
      - (commonPotential m h Q + commonPotential m h 0) / 2
        * (transfer m h Q k - transfer m h 0 k)) = 0 := by
    apply Finset.sum_eq_zero
    intro k _
    linear_combination (transfer m h Q k - transfer m h 0 k) / 2
      * (potential_equalised m hh Q k + potential_equalised m hh 0 k)
  simp only [Finset.sum_sub_distrib, ← Finset.mul_sum] at key
  have hc : commonPotential m h Q = commonPotential m h 0 + Q / softness h := by
    unfold commonPotential
    ring
  rw [sum_transfer m hh Q, sum_transfer m hh 0, hc] at key
  unfold energy
  linear_combination key

/-- Two fragments with zero total charge: fragment `0` takes up the charge `m 1 - m 0` over the sum
of the hardnesses, and the energy is minus the square of this potential difference over twice that
sum. -/
theorem two_fragments (m : Fin 2 → ℝ) {h : Fin 2 → ℝ} (hh : ∀ k, 0 < h k) :
    transfer m h 0 0 = (m 1 - m 0) / (h 0 + h 1) ∧
    energy m h (transfer m h 0) = -(m 1 - m 0) ^ 2 / (2 * (h 0 + h 1)) := by
  have hH : 0 < h 0 + h 1 := add_pos (hh 0) (hh 1)
  have hs := sum_transfer m hh 0
  rw [Fin.sum_univ_two] at hs
  have p : transfer m h 0 0 * (h 0 + h 1) = m 1 - m 0 := by
    linear_combination potential_equalised m hh 0 0 - potential_equalised m hh 0 1 + h 1 * hs
  have t1 : transfer m h 0 1 = -transfer m h 0 0 := by linarith
  refine ⟨(eq_div_iff hH.ne').mpr p, ?_⟩
  rw [eq_div_iff (by positivity)]
  unfold energy
  rw [Fin.sum_univ_two, t1]
  linear_combination (transfer m h 0 0 * (h 0 + h 1) - (m 1 - m 0)) * p

end

end HardnessEqualisation
```

```lean
#print axioms HardnessEqualisation.electronegativity_equalisation
#print axioms HardnessEqualisation.neutral_exchange
#print axioms HardnessEqualisation.composite_energy
#print axioms HardnessEqualisation.two_fragments
```

```
'HardnessEqualisation.electronegativity_equalisation' depends on axioms: [propext, Classical.choice, Quot.sound]
'HardnessEqualisation.neutral_exchange' depends on axioms: [propext, Classical.choice, Quot.sound]
'HardnessEqualisation.composite_energy' depends on axioms: [propext, Classical.choice, Quot.sound]
'HardnessEqualisation.two_fragments' depends on axioms: [propext, Classical.choice, Quot.sound]
```

### How the proof follows the algebra

`softness_pos` shows S > 0, which permits division by S. `sum_transfer` and `potential_equalised` establish the two properties of t: the correct total and equal potentials. The later energy identities rest on these two.

In `energy_eq_add_deviation`, the auxiliary statement `key` collects the fragment-wise identity for the energy difference, with everything moved to one side. Each summand vanishes because it is a multiple of the equalisation equation. The call to `linear_combination` names the multiplier, q_k − t_k, and checks the remaining algebra. The sum is then split, and the two constraints remove the term linear in the deviation.

`energy_transfer` has the same structure. Its intermediate equation `e2` is (m_k − c)²/h_k = h_k t_k², the substitution used above for the energy value.

For strict minimality, the main theorem uses that a distribution different from t differs at some fragment k. That fragment contributes a positive square and the others contribute nonnegative ones, so `Finset.sum_pos'` makes the whole deviation sum positive.

The converse subtracts two equalisation equations to get q_k − t_k = (μ − c)/h_k. Summing gives 0 = (μ − c)S, so μ = c and then q = t. `neutral_exchange` distinguishes two cases: if q = t, the energy value applies; otherwise strict minimality rules out equal energy, and the converse rules out potentials all equal to c.

`composite_energy` averages the equalisation equations at totals Q and 0, which produces the factor (c(Q) + c(0))/2. `two_fragments` subtracts the equations of the two fragments and uses t_1 = −t_0.

### A hardness matrix in place of separate hardnesses

The model could also have been stated with a symmetric positive definite matrix η, whose off-diagonal elements describe the interaction between charges on different fragments:

E(q) = ∑ m_k q_k + ½ ∑ q_j η_jk q_k.

This is closer to the equations in a fluctuating-charge simulation. The potential of fragment k becomes m_k + ∑ η_kj q_j, and completing the square again leads to equal potentials. The closed formula for the charges, however, then contains the inverse of η instead of separate divisions by h_k. The weights in the mean potential become the row sums of that inverse, normalised by their total. Some of them can be negative, so the common potential at Q = 0 may lie outside the range of the m_k. With separate positive hardnesses it is an average with positive weights and stays within that range.
